# For spin-independent C, σ·[L,C] (σ·n) between eigenvectors of K = −(σ·L+1) reduces to C (σ·n) with the factor −(κ+κ')

If the angular operator K = −(σ·L+1) of two-component spinors is moved past σ·n as though the two commuted, the matrix element of σ·[L,C] (σ·n) comes out with the factor κ'−κ. The correct factor is −(κ+κ'). For κ = κ' the wrong rule gives zero, where the true value is −2κ times a matrix element that need not vanish.

Here σ is the triple of Pauli operators, L the orbital angular momentum in units of ħ, n the direction of the electron's position, and C an orbital operator, such as a multipole of the interaction, that commutes with every σ_i. The numbers κ and κ' are the eigenvalues of K in the bra and the ket. Such factors multiply radial integrals when the Breit interaction is evaluated with central-field Dirac orbitals; the theorems below treat only the one-electron angular part, not the radial integrals or the two-electron coupling.

## Operators and their relations

The index i runs over 0, 1, 2 for x, y, z and is counted modulo three; the imaginary unit is written I, as in the code. The algebraic part needs only a ring `A` that is an algebra over the complex numbers.

In Lean 4 with Mathlib:

```lean
import Mathlib

open Complex Matrix
open scoped Kronecker

namespace BreitAngularReduction

noncomputable section

section Algebra

variable {A : Type*} [Ring A] [Algebra ℂ A]
```

The scalar product of two operator triples keeps the order of its factors:

    a·b = Σ_i a_i b_i

```lean
/-- The scalar product `a·b` of two triples of operators, in this order. -/
def sdot (a b : Fin 3 → A) : A := ∑ i, a i * b i
```

Dirac's angular operator, in the form that acts on two-component spinors, is

    K = −(σ·L + 1).

With this sign an s₁/₂ state has κ = −1, a p₁/₂ state κ = 1 and a p₃/₂ state κ = −2. The four-component operator has an extra factor β. In a Dirac orbital labelled κ, the large component therefore has eigenvalue κ of the K used here and the small component has −κ; the formulas below take the eigenvalue of the component that actually stands in the matrix element.

```lean
/-- The Dirac angular operator `K = -(σ·L + 1)`. -/
def diracK (s L : Fin 3 → A) : A := -(sdot s L + 1)
```

The commutator with C is taken component by component:

    [L,C]_i = L_i C − C L_i

```lean
/-- The triple of commutators `[L_i, C]`. -/
def orbitalComm (L : Fin 3 → A) (C : A) : Fin 3 → A := fun i => L i * C - C * L i
```

The physical input consists of the Pauli products, the independence of spin and orbital motion, and the behaviour of n under rotation:

    σ_i² = 1,  σ_i σ_{i+1} = I σ_{i+2} = −σ_{i+1} σ_i
    [σ_i, L_j] = [σ_i, n_j] = 0
    [L_i, n_i] = 0,  [L_i, n_{i+1}] = I n_{i+2},  [n_i, L_{i+1}] = I n_{i+2}
    n·L = 0

The last line says that orbital angular momentum has no component along the position vector, since r·(r×p) = 0. The structure `SpinOrbit` assumes these relations, with `s` for σ. It does not ask for n² = 1, for commuting components of n, or for the commutators of L with itself.

```lean
/-- Pauli operators `s` commuting with `L` and `n`, where `n` is a vector operator for `L`
with `n·L = 0`. Indices are cyclic modulo three. -/
structure SpinOrbit (s L n : Fin 3 → A) : Prop where
  sq : ∀ i, s i * s i = 1
  cyc : ∀ i, s i * s (i + 1) = I • s (i + 2)
  anti : ∀ i, s (i + 1) * s i = -(I • s (i + 2))
  spin_L : ∀ i j, Commute (s i) (L j)
  spin_n : ∀ i j, Commute (s i) (n j)
  vec_diag : ∀ i, Commute (L i) (n i)
  vec_cyc : ∀ i, L i * n (i + 1) - n (i + 1) * L i = I • n (i + 2)
  vec_anti : ∀ i, n i * L (i + 1) - L (i + 1) * n i = I • n (i + 2)
  transverse : sdot n L = 0
```

## How K changes sign across σ·n

Take one component of σ·L and a different component of σ·n. Spin and orbital factors can be sorted, so

    σ_i L_i σ_{i+1} n_{i+1} + σ_{i+1} n_{i+1} σ_i L_i
      = I σ_{i+2} (L_i n_{i+1} − n_{i+1} L_i)
      = I² σ_{i+2} n_{i+2}
      = −σ_{i+2} n_{i+2}.

The lemma states this for general letters and a number z with z² = −1. The choice z = I covers the pair above, and z = −I covers the pair in which L carries i+1 and n carries i.

```lean
/-- Two spin components `a, b` and two orbital components `l, m` with matching commutation
relations: the products of `a l` and `b m` in the two orders add up to `-(c q)`. -/
theorem cross_term {a b c l m q : A} {z : ℂ} (hz : z * z = -1)
    (hab : a * b = z • c) (hba : b * a = -(z • c)) (hlm : l * m - m * l = z • q)
    (hbl : Commute b l) (ham : Commute a m) :
    a * l * (b * m) + b * m * (a * l) = -(c * q) := by
  rw [Commute.mul_mul_mul_comm hbl.symm a m, Commute.mul_mul_mul_comm ham.symm b l,
    hab, hba, neg_mul, ← sub_eq_add_neg, ← mul_sub, hlm, smul_mul_smul_comm, hz, neg_one_smul]
```

Next, C is moved past the spin:

    σ·[L,C] = Σ_i (σ_i L_i C − C σ_i L_i) = (σ·L) C − C (σ·L).

Inserting σ·L = −K − 1, the two terms ±C cancel and

    σ·[L,C] = CK − KC.

```lean
omit [Algebra ℂ A] in
/-- For an operator `C` that commutes with the spin, `σ·[L, C] = C K - K C`. -/
theorem spin_commutator (s L : Fin 3 → A) (C : A) (hC : ∀ i, Commute (s i) C) :
    sdot s (orbitalComm L C) = C * diracK s L - diracK s L * C := by
  have h : ∀ i, s i * (L i * C - C * L i) = s i * L i * C - C * (s i * L i) := fun i => by
    rw [mul_sub, ← mul_assoc (s i) (L i) C, ← mul_assoc (s i) C (L i), (hC i).eq,
      mul_assoc C (s i) (L i)]
  simp only [diracK, sdot, orbitalComm, h, Fin.sum_univ_three]
  noncomm_ring
```

Now add all nine pairs of components. The three diagonal pairs give

    σ_i L_i σ_i n_i + σ_i n_i σ_i L_i = L_i n_i + n_i L_i = 2 n_i L_i,

whose sum is 2 n·L = 0. Each of the six mixed pairs gives minus one component of σ·n, and every component occurs twice. Therefore

    (σ·L)(σ·n) + (σ·n)(σ·L) = −2 σ·n,
    K (σ·n) = −(σ·n) K.

Together with σ·[L,C] = CK − KC this yields

    σ·[L,C] (σ·n) = CK(σ·n) − KC(σ·n) = −C(σ·n)K − KC(σ·n),
    (σ·n) σ·[L,C] = (σ·n)CK − (σ·n)KC = (σ·n)CK + K(σ·n)C.

In the proof, `hac` is the sign change. The families `c` and `e` hold the mixed pairs and `d` the diagonal ones; `linear_combination` adds them and uses n·L = 0 twice, while `noncomm_ring` compares the two sides without reordering factors. The final steps substitute the sign change into the two products.

```lean
/-- The products of `σ·[L, C]` with `σ·n`, in either order, written with `K` standing only
at the far left or the far right. -/
theorem angular_reduction {s L n : Fin 3 → A} (h : SpinOrbit s L n) (C : A)
    (hC : ∀ i, Commute (s i) C) :
    sdot s (orbitalComm L C) * sdot s n
        = -(diracK s L * (C * sdot s n) + C * sdot s n * diracK s L) ∧
      sdot s n * sdot s (orbitalComm L C)
        = diracK s L * (sdot s n * C) + sdot s n * C * diracK s L := by
  -- moving K through σ·n changes its sign: collect the nine pairs of components
  have hac : diracK s L * sdot s n = -(sdot s n * diracK s L) := by
    have c : ∀ i, s i * L i * (s (i + 1) * n (i + 1)) + s (i + 1) * n (i + 1) * (s i * L i)
        = -(s (i + 2) * n (i + 2)) := fun i =>
      cross_term I_mul_I (h.cyc i) (h.anti i) (h.vec_cyc i) (h.spin_L _ _) (h.spin_n _ _)
    have e : ∀ i, s (i + 1) * L (i + 1) * (s i * n i) + s i * n i * (s (i + 1) * L (i + 1))
        = -(s (i + 2) * n (i + 2)) := fun i =>
      cross_term (z := -I) (by rw [neg_mul_neg, I_mul_I])
        (by rw [neg_smul]; exact h.anti i) (by rw [neg_smul, neg_neg]; exact h.cyc i)
        (by rw [neg_smul, ← h.vec_anti i, neg_sub]) (h.spin_L _ _) (h.spin_n _ _)
    have d : ∀ i, s i * L i * (s i * n i) + s i * n i * (s i * L i)
        = n i * L i + n i * L i := fun i => by
      rw [Commute.mul_mul_mul_comm (h.spin_L i i).symm (s i) (n i),
        Commute.mul_mul_mul_comm (h.spin_n i i).symm (s i) (L i), h.sq, one_mul, one_mul,
        (h.vec_diag i).eq]
    have t := h.transverse
    have c0 := c 0
    have c1 := c 1
    have c2 := c 2
    have e0 := e 0
    have e1 := e 1
    have e2 := e 2
    simp only [Fin.reduceAdd] at c0 c1 c2 e0 e1 e2
    simp only [sdot, Fin.sum_univ_three] at t
    simp only [diracK, sdot, Fin.sum_univ_three]
    linear_combination (norm := noncomm_ring)
      -c0 - c1 - c2 - e0 - e1 - e2 - d 0 - d 1 - d 2 - t - t
  have hca : sdot s n * diracK s L = -(diracK s L * sdot s n) := by rw [hac, neg_neg]
  rw [spin_commutator s L C hC]
  constructor
  · have h1 : (C * diracK s L - diracK s L * C) * sdot s n
        = C * (diracK s L * sdot s n) - diracK s L * (C * sdot s n) := by noncomm_ring
    rw [h1, hac]
    noncomm_ring
  · have h2 : sdot s n * (C * diracK s L - diracK s L * C)
        = sdot s n * C * diracK s L - sdot s n * diracK s L * C := by noncomm_ring
    rw [h2, hca]
    noncomm_ring

end Algebra
```

## From operators to matrix elements

The operators now act on a complex inner-product space `E`, which need not be complete or finite-dimensional. They are linear maps defined on all of `E`, so for differential operators `E` should be a common domain that they preserve, such as smooth spinor functions on the sphere. The inner product is conjugate-linear in its first argument.

An operator is symmetric if it can be moved from one side of the inner product to the other. For symmetric, commuting σ_i and L_i,

    ⟨σ_i L_i x, y⟩ = ⟨L_i x, σ_i y⟩ = ⟨x, L_i σ_i y⟩ = ⟨x, σ_i L_i y⟩.

Summing over i, adding the identity and changing the sign shows that K is symmetric.

```lean
section MatrixElements

variable {E : Type*} [NormedAddCommGroup E] [InnerProductSpace ℂ E]

/-- If the spin and orbital operators are symmetric and commute, then `K` is symmetric. -/
theorem diracK_isSymmetric {s L : Fin 3 → Module.End ℂ E} (hs : ∀ i, (s i).IsSymmetric)
    (hL : ∀ i, (L i).IsSymmetric) (hc : ∀ i, Commute (s i) (L i)) :
    (diracK s L).IsSymmetric := by
  intro x y
  have h : ∀ i, inner ℂ ((s i * L i) x) y = inner ℂ x ((s i * L i) y) := fun i => by
    rw [Module.End.mul_apply, hs i (L i x) y, hL i x (s i y), (hc i).eq]
    rfl
  simp only [diracK, sdot, Fin.sum_univ_three, LinearMap.neg_apply, LinearMap.add_apply,
    Module.End.one_apply, inner_neg_left, inner_neg_right, inner_add_left, inner_add_right, h]
```

Let K u = κ u with κ real; the code writes `k` for κ. A symmetric K at the far left acts on the bra:

    ⟨u, K X v⟩ = ⟨K u, X v⟩ = κ ⟨u, X v⟩.

```lean
/-- A symmetric operator standing on the left of a matrix element gives the eigenvalue of
the bra. -/
theorem eigen_left {K : Module.End ℂ E} (hK : K.IsSymmetric) (X : Module.End ℂ E) {u : E}
    {k : ℝ} (hu : K u = (k : ℂ) • u) (v : E) :
    inner ℂ u ((K * X) v) = (k : ℂ) * inner ℂ u (X v) := by
  rw [Module.End.mul_apply, ← hK u (X v), hu, inner_smul_left, Complex.conj_ofReal]
```

If K v = κ' v, a K at the far right acts on the ket, and no symmetry is needed:

    ⟨u, X K v⟩ = κ' ⟨u, X v⟩.

```lean
/-- An operator standing on the right of a matrix element gives the eigenvalue of the ket. -/
theorem eigen_right {K : Module.End ℂ E} (X : Module.End ℂ E) {v : E}
    {k : ℝ} (hv : K v = (k : ℂ) • v) (u : E) :
    inner ℂ u ((X * K) v) = (k : ℂ) * inner ℂ u (X v) := by
  rw [Module.End.mul_apply, hv, map_smul, inner_smul_right]
```

Applied to the two operator identities, these rules give

    ⟨u, σ·[L,C] (σ·n) v⟩ = −(κ+κ') ⟨u, C (σ·n) v⟩,
    ⟨u, (σ·n) σ·[L,C] v⟩ = (κ+κ') ⟨u, (σ·n) C v⟩.

The theorem assumes the relations of `SpinOrbit`, a C that commutes with the spin, and the symmetry of K. The last is the hypothesis `hK`, which `diracK_isSymmetric` supplies for symmetric σ and L. The eigenvalues may be any real numbers, and the vectors need not be normalised. The proof rewrites with `angular_reduction`, lets each K act on its neighbouring vector, and collects the factors with `ring`.

```lean
/-- Let `C` commute with the spin and let `K` be symmetric. Between eigenvectors of `K` with
eigenvalues `k` (bra) and `k'` (ket), the matrix element of `σ·[L, C] (σ·n)` is `-(k + k')` times
that of `C (σ·n)`, and that of `(σ·n) σ·[L, C]` is `k + k'` times that of `(σ·n) C`. -/
theorem breit_matrix_element {s L n : Fin 3 → Module.End ℂ E} (h : SpinOrbit s L n)
    (C : Module.End ℂ E) (hC : ∀ i, Commute (s i) C) (hK : (diracK s L).IsSymmetric)
    {u v : E} {k k' : ℝ} (hu : diracK s L u = (k : ℂ) • u)
    (hv : diracK s L v = (k' : ℂ) • v) :
    inner ℂ u ((sdot s (orbitalComm L C) * sdot s n) v)
        = -((k : ℂ) + k') * inner ℂ u ((C * sdot s n) v) ∧
      inner ℂ u ((sdot s n * sdot s (orbitalComm L C)) v)
        = ((k : ℂ) + k') * inner ℂ u ((sdot s n * C) v) := by
  obtain ⟨h1, h2⟩ := angular_reduction h C hC
  constructor
  · rw [h1, LinearMap.neg_apply, LinearMap.add_apply, inner_neg_right, inner_add_right,
      eigen_left hK _ hu, eigen_right _ hv]
    ring
  · rw [h2, LinearMap.add_apply, inner_add_right, eigen_left hK _ hu, eigen_right _ hv]
    ring
```

The simplest choice, C = 1, makes the commutator vanish and leaves

    (κ+κ') ⟨u, (σ·n) v⟩ = 0.

Thus σ·n connects only states with κ = −κ', for instance s₁/₂ with p₁/₂.

Without σ·n there is no sign change, and CK − KC gives the difference of the eigenvalues:

    ⟨u, σ·[L,C] v⟩ = (κ'−κ) ⟨u, C v⟩.

This statement involves neither n nor the Pauli products, only that C commutes with σ and that K is symmetric.

```lean
/-- Let `C` commute with the spin and let `K` be symmetric. Between eigenvectors of `K` with
eigenvalues `k` (bra) and `k'` (ket), the matrix element of `σ·[L, C]` is `k' - k` times that of
`C`. -/
theorem commutator_matrix_element {s L : Fin 3 → Module.End ℂ E}
    (C : Module.End ℂ E) (hC : ∀ i, Commute (s i) C) (hK : (diracK s L).IsSymmetric)
    {u v : E} {k k' : ℝ} (hu : diracK s L u = (k : ℂ) • u)
    (hv : diracK s L v = (k' : ℂ) • v) :
    inner ℂ u (sdot s (orbitalComm L C) v) = ((k' : ℂ) - k) * inner ℂ u (C v) := by
  rw [spin_commutator s L C hC, LinearMap.sub_apply, inner_sub_right,
    eigen_left hK _ hu, eigen_right _ hv]
  ring

end MatrixElements
```

## One s and three p orbitals satisfy every relation

A finite model shows that the assumed relations are consistent. Its spin part is the usual set of matrices, with σ_z diagonal.

```lean
section Witness

/-- The three Pauli matrices. -/
def pauli : Fin 3 → Matrix (Fin 2) (Fin 2) ℂ :=
  ![!![0, 1; 1, 0], !![0, -I; I, 0], !![1, 0; 0, -1]]
```

The orbital basis is s, p_x, p_y, p_z. Angular momentum annihilates s and rotates the p orbitals, for example

    L_x p_y = I p_z,  L_x p_z = −I p_y.

```lean
/-- Orbital angular momentum on the orbitals `s, p_x, p_y, p_z`. -/
def orbL : Fin 3 → Matrix (Fin 4) (Fin 4) ℂ :=
  ![!![0, 0, 0, 0; 0, 0, 0, 0; 0, 0, 0, -I; 0, 0, I, 0],
    !![0, 0, 0, 0; 0, 0, 0, I; 0, 0, 0, 0; 0, -I, 0, 0],
    !![0, 0, 0, 0; 0, 0, -I, 0; 0, I, 0, 0; 0, 0, 0, 0]]
```

The operator n_i exchanges s with p_i and annihilates the other two orbitals. It is a vector operator but not a unit vector, because n² equals 3 on s and 1 on the p orbitals.

```lean
/-- The vector operator that exchanges `s` with `p_x`, `p_y` or `p_z`. -/
def orbN : Fin 3 → Matrix (Fin 4) (Fin 4) ℂ :=
  ![!![0, 1, 0, 0; 1, 0, 0, 0; 0, 0, 0, 0; 0, 0, 0, 0],
    !![0, 0, 1, 0; 0, 0, 0, 0; 1, 0, 0, 0; 0, 0, 0, 0],
    !![0, 0, 0, 1; 0, 0, 0, 0; 0, 0, 0, 0; 1, 0, 0, 0]]
```

The product L_i n_i vanishes because n_i maps into the span of s and p_i, which L_i annihilates. The product n_i L_i vanishes because L_i maps into the span of the other two p orbitals, which n_i annihilates. The mixed commutators follow by multiplying the matrices, which the proof does entry by entry.

```lean
set_option maxHeartbeats 400000 in
/-- On the orbitals `s, p_x, p_y, p_z`, the products `L_i n_i` and `n_i L_i` vanish and `n`
is a vector operator for `L`. -/
theorem orbital_relations (i : Fin 3) :
    orbL i * orbN i = 0 ∧ orbN i * orbL i = 0 ∧
      orbL i * orbN (i + 1) = I • orbN (i + 2) + orbN (i + 1) * orbL i ∧
      orbN i * orbL (i + 1) = I • orbN (i + 2) + orbL (i + 1) * orbN i := by
  refine ⟨?_, ?_, ?_, ?_⟩ <;> fin_cases i <;> ext a b <;> fin_cases a <;> fin_cases b <;>
    simp [orbL, orbN, Matrix.mul_apply, Fin.sum_univ_succ]
```

Spin and orbital matrices act on different factors of a tensor product:

    σ_i ⊗ 1,  1 ⊗ L_i,  1 ⊗ n_i.

They therefore commute across the factors, and each remaining relation is inherited from the factor in which it holds.

```lean
/-- A spin one-half particle in the orbitals `s, p_x, p_y, p_z` satisfies all the relations
of `SpinOrbit`. -/
theorem spinOrbit_witness :
    SpinOrbit (fun i => pauli i ⊗ₖ (1 : Matrix (Fin 4) (Fin 4) ℂ))
      (fun i => (1 : Matrix (Fin 2) (Fin 2) ℂ) ⊗ₖ orbL i)
      (fun i => (1 : Matrix (Fin 2) (Fin 2) ℂ) ⊗ₖ orbN i) := by
  have p : ∀ i, pauli i * pauli i = 1 ∧ pauli i * pauli (i + 1) = I • pauli (i + 2) ∧
      pauli (i + 1) * pauli i = (-I) • pauli (i + 2) := by
    intro i
    refine ⟨?_, ?_, ?_⟩ <;> fin_cases i <;> ext a b <;> fin_cases a <;> fin_cases b <;>
      simp [pauli, Matrix.mul_apply, Fin.sum_univ_succ]
  have o2 : ∀ i, orbN i * orbL i = 0 := fun i => (orbital_relations i).2.1
  -- lift the relations to the tensor product
  refine ⟨fun i => ?_, fun i => ?_, fun i => ?_, fun i j => ?_, fun i j => ?_, fun i => ?_,
    fun i => ?_, fun i => ?_, ?_⟩
  · simp only [← Matrix.mul_kronecker_mul, (p i).1, mul_one, Matrix.one_kronecker_one]
  · simp only [← Matrix.mul_kronecker_mul, (p i).2.1, mul_one, Matrix.smul_kronecker]
  · rw [← neg_smul]
    simp only [← Matrix.mul_kronecker_mul, (p i).2.2, mul_one, Matrix.smul_kronecker]
  · simp only [Commute, SemiconjBy, ← Matrix.mul_kronecker_mul, mul_one, one_mul]
  · simp only [Commute, SemiconjBy, ← Matrix.mul_kronecker_mul, mul_one, one_mul]
  · simp only [Commute, SemiconjBy, ← Matrix.mul_kronecker_mul, (orbital_relations i).1, o2]
  · rw [sub_eq_iff_eq_add]
    simp only [← Matrix.mul_kronecker_mul, (orbital_relations i).2.2.1, mul_one,
      Matrix.kronecker_add, Matrix.kronecker_smul]
  · rw [sub_eq_iff_eq_add]
    simp only [← Matrix.mul_kronecker_mul, (orbital_relations i).2.2.2, mul_one,
      Matrix.kronecker_add, Matrix.kronecker_smul]
  · simp only [sdot, ← Matrix.mul_kronecker_mul, o2, Matrix.kronecker_zero,
      Finset.sum_const_zero]

end Witness

end

end BreitAngularReduction
```

```lean
#print axioms BreitAngularReduction.diracK_isSymmetric
-- 'BreitAngularReduction.diracK_isSymmetric' depends on axioms: [propext, Classical.choice, Quot.sound]
#print axioms BreitAngularReduction.breit_matrix_element
-- 'BreitAngularReduction.breit_matrix_element' depends on axioms: [propext, Classical.choice, Quot.sound]
#print axioms BreitAngularReduction.commutator_matrix_element
-- 'BreitAngularReduction.commutator_matrix_element' depends on axioms: [propext, Classical.choice, Quot.sound]
```

## The factor 2 between s states

In this model take u = v = s↑, a normalised state with κ = κ' = −1, and C = n_z. First,

    (σ·n) s↑ = p_z↑ + p_x↓ + I p_y↓,

a vector of norm √3. Applying n_z returns s↑, so ⟨u, C (σ·n) v⟩ = 1 and the theorem predicts −(−1−1)·1 = 2.

For the direct calculation, [L_x,n_z] = −I n_y, [L_y,n_z] = I n_x and [L_z,n_z] = 0, so

    σ·[L,C] = −I σ_x n_y + I σ_y n_x.

On the vector above, n_y gives I s↓ and n_x gives s↓. With σ_x↓ = ↑ and σ_y↓ = −I↑, each term contributes s↑. The sum is 2 s↑ and the matrix element is 2, as predicted, whereas the factor κ'−κ would have given 0.
